# A real 2 × 2 transfer matrix with determinant 1 and \(|\operatorname{tr} M|<2\) has bounded powers

If I multiply the transfer matrix of a unit cell by itself a thousand times and the entries are still moderate, I don't know what the next thousand cells will do. Close to a band edge the entries can climb for a long while and then come back down, and over that stretch they look just like entries that grow without limit.

The physical claim is that inside a band they always come back. For a real 2 by 2 matrix \(M\) with determinant 1 and trace \(2\cos\theta\), where \(\sin\theta\neq 0\), there should be a formula for \(M^n\) in which \(n\) appears only inside sines. Can this be made rigorous and machine-checked, together with the statement that the powers do grow when \(|\operatorname{tr} M|>2\)?

## The two-cell identity gives every longer chain

Yes, both halves can be proved. Let \(M\) carry the wave function and its slope across one cell of a one-dimensional periodic potential at a fixed energy, so that \(M^n\) carries them across \(n\) cells. Number the rows and columns 0 and 1, and write \(I\) for the identity. The diagonal entry 00 of \(M^2-(\operatorname{tr}M)M\) is

\[
M_{00}^2+M_{01}M_{10}-(M_{00}+M_{11})M_{00}=M_{01}M_{10}-M_{00}M_{11}=-\det M=-1 .
\]

The entry 11 gives the same value. The entry 01 is \(M_{00}M_{01}+M_{01}M_{11}-(M_{00}+M_{11})M_{01}=0\), and the entry 10 vanishes likewise. Hence

\[
M^2=(\operatorname{tr}M)\,M-I .
\]

Now put \(\operatorname{tr}M=2\cos\theta\). The claim, before any division, is

\[
\sin\theta\,M^n=\sin(n\theta)\,M-\sin((n-1)\theta)\,I .
\]

For \(n=0\) the right side is \(-\sin(-\theta)I=\sin\theta\,I\), as it should be. If the claim holds for \(n\), multiply it by \(M\) and replace \(M^2\):

\[
\begin{aligned}
\sin\theta\,M^{n+1}&=\sin(n\theta)\,(2\cos\theta\,M-I)-\sin((n-1)\theta)\,M\\
&=\bigl[2\cos\theta\sin(n\theta)-\sin((n-1)\theta)\bigr]M-\sin(n\theta)\,I .
\end{aligned}
\]

Adding the expansions of \(\sin(n\theta+\theta)\) and \(\sin(n\theta-\theta)\) shows that the bracket is \(\sin((n+1)\theta)\), which completes the induction. For \(\sin\theta\neq0\) we may divide. Since no sine exceeds 1 in modulus and the entries of \(I\) are 0 or 1,

\[
|(M^n)_{ij}|\le\frac{|M_{ij}|+1}{|\sin\theta|}\qquad\text{for all } n .
\]

The bound is independent of the length of the chain, but it becomes large as \(\sin\theta\) approaches zero. This leaves room for the long climb near a band edge.

## Growth of the trace beyond the band edge

Write \(t=\operatorname{tr}M\) and \(t_n=\operatorname{tr}M^n\), so \(t_0=2\) and \(t_1=t\). Multiplying the two-cell identity by \(M^n\) and taking the trace gives \(t_{n+2}=t\,t_{n+1}-t_n\).

Suppose \(|t|\ge2\). We show by induction that \(|t_n|\ge2\) and \(|t_{n+1}|\ge|t_n|+(|t|-2)\). For \(n=0\) both are equalities. If they hold for \(n\), then \(|t_{n+1}|\ge|t_n|\) and \(|t_{n+1}|\ge2\), so

\[
|t_{n+2}|\ge|t|\,|t_{n+1}|-|t_n|\ge|t_{n+1}|+(|t|-2)|t_{n+1}|\ge|t_{n+1}|+(|t|-2).
\]

Summing the steps gives \(|t_n|\ge2+n(|t|-2)\). This is only a lower bound, but it is enough here. The actual growth for \(|t|>2\) is exponential: the recurrence gives \(|t_n|=2\cosh(n\kappa)\), where \(|t|=2\cosh\kappa\). If all entries of all powers were at most \(C\) in modulus, then \(|t_n|\le2C\), which fails for large \(n\) once \(|t|>2\).

At \(|t|=2\) the trace alone does not decide. The identity has trace 2 and bounded powers. Free propagation at zero energy over a length \(a\neq0\), in the variables \((\psi,\psi')\), also has trace 2, but

\[
\begin{pmatrix}1&a\\0&1\end{pmatrix}^{n}=\begin{pmatrix}1&na\\0&1\end{pmatrix},
\]

which is the linear solution \(\psi=A+Bx\) read off at the cell boundaries.

## The delta comb

Take \(-\psi''+g\sum_j\delta(x-ja)\,\psi=k^2\psi\) with \(k>0\), where \(a\) is the spacing and \(g\) the strength. In the variables \((\psi,\psi'/k)\) each delta adds \(\beta\psi\) to the second component, with \(\beta=g/k\), and free propagation rotates the pair through the phase \(\varphi=ka\). One cell is therefore

\[
\begin{pmatrix}\cos\varphi&\sin\varphi\\-\sin\varphi&\cos\varphi\end{pmatrix}
\begin{pmatrix}1&0\\\beta&1\end{pmatrix}
=\begin{pmatrix}\cos\varphi+\beta\sin\varphi&\sin\varphi\\-\sin\varphi+\beta\cos\varphi&\cos\varphi\end{pmatrix}.
\]

Its determinant is 1 and its trace is \(2\bigl(\cos\varphi+\tfrac{\beta}{2}\sin\varphi\bigr)\). Away from the edges, the powers are bounded exactly when \(|\cos\varphi+\tfrac{\beta}{2}\sin\varphi|<1\).

## The derivation in Lean

```lean
import Mathlib

open Matrix

namespace PeriodicTransferMatrix

noncomputable section

/-- The moduli of the entries of the transfer matrices `M ^ n` of chains of `n` identical cells stay
below a common bound for all lengths `n`. -/
def PowersBounded (M : Matrix (Fin 2) (Fin 2) ℝ) : Prop :=
  ∃ C : ℝ, ∀ (n : ℕ) (i j : Fin 2), |(M ^ n) i j| ≤ C

/-- The transfer matrix of one cell of a delta comb in the variables `(ψ, ψ'/k)`: a delta kick
of strength `β` followed by free propagation through the phase `φ`. -/
def combCell (φ β : ℝ) : Matrix (Fin 2) (Fin 2) ℝ :=
  !![Real.cos φ, Real.sin φ; -Real.sin φ, Real.cos φ] * !![1, 0; β, 1]

/-- Two cells in terms of one: a transfer matrix of determinant one satisfies
`M² = (tr M) M - 1`. -/
theorem two_cells (M : Matrix (Fin 2) (Fin 2) ℝ) (hdet : M.det = 1) :
    M * M = M.trace • M - 1 := by
  rw [Matrix.det_fin_two] at hdet
  ext i j
  fin_cases i <;> fin_cases j <;>
    simp [Matrix.mul_apply, Fin.sum_univ_two, Matrix.trace_fin_two] <;>
    first
      | ring1
      | linear_combination (-1 : ℝ) * hdet

/-- The transfer matrix of `n` cells multiplied by `sin θ`, where `2 cos θ` is the trace
of the one-cell matrix. -/
theorem sin_smul_pow (M : Matrix (Fin 2) (Fin 2) ℝ) (θ : ℝ) (hdet : M.det = 1)
    (htr : M.trace = 2 * Real.cos θ) (n : ℕ) :
    Real.sin θ • M ^ n =
      Real.sin (n * θ) • M - Real.sin (((n : ℝ) - 1) * θ) • (1 : Matrix (Fin 2) (Fin 2) ℝ) := by
  induction n with
  | zero => simp
  | succ n ih =>
    -- the three-term recurrence of the sines matches the one of the matrix powers
    have e1 : Real.sin (((n + 1 : ℕ) : ℝ) * θ) =
        2 * Real.cos θ * Real.sin (n * θ) - Real.sin (((n : ℝ) - 1) * θ) := by
      have h1 : ((n + 1 : ℕ) : ℝ) * θ = n * θ + θ := by push_cast; ring
      have h2 : ((n : ℝ) - 1) * θ = n * θ - θ := by ring
      rw [h1, h2, Real.sin_add, Real.sin_sub]
      ring
    have e2 : (((n + 1 : ℕ) : ℝ) - 1) * θ = n * θ := by push_cast; ring
    rw [pow_succ, ← smul_mul_assoc, ih, sub_mul, smul_mul_assoc, smul_mul_assoc, one_mul,
      two_cells M hdet, htr, e1, e2]
    module

/-- The transfer matrix of `n` identical cells inside a band, where the one-cell matrix has
determinant one and trace `2 cos θ` with `sin θ ≠ 0`. -/
theorem pow_eq_of_band (M : Matrix (Fin 2) (Fin 2) ℝ) (θ : ℝ) (hdet : M.det = 1)
    (htr : M.trace = 2 * Real.cos θ) (hs : Real.sin θ ≠ 0) (n : ℕ) :
    M ^ n = (Real.sin θ)⁻¹ •
      (Real.sin (n * θ) • M
        - Real.sin (((n : ℝ) - 1) * θ) • (1 : Matrix (Fin 2) (Fin 2) ℝ)) := by
  rw [← sin_smul_pow M θ hdet htr n, smul_smul, inv_mul_cancel₀ hs, one_smul]

/-- If the one-cell matrix has determinant one and trace `2 cos θ` with `sin θ ≠ 0`, the modulus of
every entry of the `n`-cell transfer matrix obeys an explicit bound that does not depend on `n`. -/
theorem abs_pow_apply_le (M : Matrix (Fin 2) (Fin 2) ℝ) (θ : ℝ) (hdet : M.det = 1)
    (htr : M.trace = 2 * Real.cos θ) (hs : Real.sin θ ≠ 0) (n : ℕ) (i j : Fin 2) :
    |(M ^ n) i j| ≤ (|M i j| + 1) / |Real.sin θ| := by
  have h := congrFun (congrFun (sin_smul_pow M θ hdet htr n) i) j
  simp only [Matrix.smul_apply, Matrix.sub_apply, smul_eq_mul] at h
  have hδ : |(1 : Matrix (Fin 2) (Fin 2) ℝ) i j| ≤ 1 := by
    rw [Matrix.one_apply]
    split_ifs <;> simp
  rw [le_div_iff₀ (abs_pos.2 hs), mul_comm, ← abs_mul, h]
  -- triangle inequality, then both sines are at most one in modulus
  have h1 := norm_sub_le (Real.sin (n * θ) * M i j)
    (Real.sin (((n : ℝ) - 1) * θ) * (1 : Matrix (Fin 2) (Fin 2) ℝ) i j)
  simp only [Real.norm_eq_abs] at h1
  rw [abs_mul (Real.sin (n * θ)), abs_mul (Real.sin (((n : ℝ) - 1) * θ))] at h1
  have h2 := mul_le_mul_of_nonneg_right (Real.abs_sin_le_one (n * θ)) (abs_nonneg (M i j))
  have h3 := mul_le_mul (Real.abs_sin_le_one (((n : ℝ) - 1) * θ)) hδ (abs_nonneg _) zero_le_one
  linarith

/-- If the one-cell matrix has determinant one and a trace of modulus at least two, the modulus of
the `n`-cell trace is at least `2 + n (|tr M| - 2)`. -/
theorem trace_pow_growth (M : Matrix (Fin 2) (Fin 2) ℝ) (hdet : M.det = 1)
    (ht : 2 ≤ |M.trace|) (n : ℕ) :
    2 + n * (|M.trace| - 2) ≤ |(M ^ n).trace| := by
  have hrec : ∀ m : ℕ, (M ^ (m + 2)).trace =
      M.trace * (M ^ (m + 1)).trace - (M ^ m).trace := by
    intro m
    rw [pow_add, pow_two, two_cells M hdet, mul_sub, mul_smul_comm, mul_one, ← pow_succ,
      Matrix.trace_sub, Matrix.trace_smul, smul_eq_mul]
  have h0 : (M ^ 0).trace = 2 := by
    rw [pow_zero, Matrix.trace_fin_two]
    norm_num [Matrix.one_apply]
  -- each further cell raises the modulus of the trace by at least `|tr M| - 2`
  have step : ∀ m : ℕ, 2 ≤ |(M ^ m).trace| ∧
      |(M ^ m).trace| + (|M.trace| - 2) ≤ |(M ^ (m + 1)).trace| := by
    intro m
    induction m with
    | zero =>
      rw [h0, zero_add, pow_one, abs_two]
      exact ⟨le_refl _, by linarith⟩
    | succ m ih =>
      obtain ⟨ha, hb⟩ := ih
      have hc : 2 ≤ |(M ^ (m + 1)).trace| := by linarith
      have tri : |M.trace| * |(M ^ (m + 1)).trace| - |(M ^ m).trace| ≤
          |(M ^ (m + 2)).trace| := by
        rw [hrec m, ← abs_mul]
        exact abs_sub_abs_le_abs_sub _ _
      refine ⟨hc, ?_⟩
      change _ ≤ |(M ^ (m + 2)).trace|
      nlinarith [mul_nonneg (sub_nonneg.2 ht) (sub_nonneg.2 hc)]
  induction n with
  | zero => rw [h0, abs_two]; simp
  | succ n ih =>
    have := (step n).2
    push_cast
    linarith

/-- For a one-cell matrix `M` of determinant one, away from the band edges `|tr M| = 2`, the
transfer matrices of arbitrarily long chains are bounded exactly when `|tr M| < 2`. -/
theorem powersBounded_iff (M : Matrix (Fin 2) (Fin 2) ℝ) (hdet : M.det = 1)
    (hedge : |M.trace| ≠ 2) : PowersBounded M ↔ |M.trace| < 2 := by
  constructor
  · rintro ⟨C, hC⟩
    by_contra hlt
    have hgt : 2 < |M.trace| := lt_of_le_of_ne (not_lt.1 hlt) (Ne.symm hedge)
    obtain ⟨n, hn⟩ := exists_nat_gt (2 * C / (|M.trace| - 2))
    rw [div_lt_iff₀ (by linarith)] at hn
    have hg := trace_pow_growth M hdet hgt.le n
    have hsum : |(M ^ n).trace| ≤ 2 * C := by
      rw [Matrix.trace_fin_two, abs_le]
      have h0 := abs_le.1 (hC n 0 0)
      have h1 := abs_le.1 (hC n 1 1)
      constructor <;> linarith [h0.1, h0.2, h1.1, h1.2]
    linarith
  · intro hlt
    obtain ⟨hl, hr⟩ := abs_lt.1 hlt
    -- the Bloch phase is the arccosine of half the trace
    have hcos : Real.cos (Real.arccos (M.trace / 2)) = M.trace / 2 :=
      Real.cos_arccos (by linarith) (by linarith)
    have hs : Real.sin (Real.arccos (M.trace / 2)) ≠ 0 := by
      intro h
      have h1 := Real.sin_sq_add_cos_sq (Real.arccos (M.trace / 2))
      rw [h, hcos] at h1
      nlinarith [mul_pos (sub_pos.2 hl) (sub_pos.2 hr)]
    have key : ∀ i j : Fin 2, |M i j| ≤ |M 0 0| + |M 0 1| + |M 1 0| + |M 1 1| := by
      simp only [Fin.forall_fin_two]
      constructor <;> constructor <;>
        linarith [abs_nonneg (M 0 0), abs_nonneg (M 0 1), abs_nonneg (M 1 0),
          abs_nonneg (M 1 1)]
    refine ⟨(|M 0 0| + |M 0 1| + |M 1 0| + |M 1 1| + 1) /
      |Real.sin (Real.arccos (M.trace / 2))|, fun n i j => ?_⟩
    refine (abs_pow_apply_le M _ hdet (by rw [hcos]; ring) hs n i j).trans ?_
    exact div_le_div_of_nonneg_right (by linarith [key i j]) (abs_nonneg _)

/-- Free propagation at zero energy over a cell of length `a ≠ 0` has determinant one and
trace two, and its powers are unbounded. -/
theorem band_edge_unbounded (a : ℝ) (ha : a ≠ 0) :
    (!![1, a; 0, 1] : Matrix (Fin 2) (Fin 2) ℝ).det = 1 ∧
    (!![1, a; 0, 1] : Matrix (Fin 2) (Fin 2) ℝ).trace = 2 ∧
    ¬ PowersBounded !![1, a; 0, 1] := by
  have hpow : ∀ n : ℕ, (!![1, a; 0, 1] : Matrix (Fin 2) (Fin 2) ℝ) ^ n =
      !![1, n * a; 0, 1] := by
    intro n
    induction n with
    | zero => ext i j; fin_cases i <;> fin_cases j <;> simp
    | succ n ih =>
      rw [pow_succ, ih]
      ext i j
      fin_cases i <;> fin_cases j <;> simp [Matrix.mul_apply, Fin.sum_univ_two]
      ring
  refine ⟨by simp [Matrix.det_fin_two], by rw [Matrix.trace_fin_two]; norm_num, ?_⟩
  rintro ⟨C, hC⟩
  obtain ⟨n, hn⟩ := exists_nat_gt (C / |a|)
  rw [div_lt_iff₀ (abs_pos.2 ha)] at hn
  have h : |(n : ℝ) * a| ≤ C := by
    have h' := hC n 0 1
    rw [hpow n] at h'
    exact h'
  rw [abs_mul, Nat.abs_cast] at h
  linarith

/-- For the delta comb, away from the band edges, the transfer matrices of long chains are
bounded exactly when `|cos φ + (β/2) sin φ| < 1`. -/
theorem combCell_powersBounded_iff (φ β : ℝ)
    (hedge : |Real.cos φ + β / 2 * Real.sin φ| ≠ 1) :
    PowersBounded (combCell φ β) ↔ |Real.cos φ + β / 2 * Real.sin φ| < 1 := by
  have hdet : (combCell φ β).det = 1 := by
    rw [combCell, Matrix.det_mul, Matrix.det_fin_two_of, Matrix.det_fin_two_of]
    linear_combination Real.sin_sq_add_cos_sq φ
  have htr : (combCell φ β).trace = 2 * (Real.cos φ + β / 2 * Real.sin φ) := by
    simp [combCell, Matrix.trace_fin_two]
    ring
  have habs : |(combCell φ β).trace| = 2 * |Real.cos φ + β / 2 * Real.sin φ| := by
    rw [htr, abs_mul, abs_two]
  rw [powersBounded_iff _ hdet (fun h => hedge (by linarith)), habs]
  constructor <;> intro h <;> linarith

end

end PeriodicTransferMatrix
```

```lean
#print axioms PeriodicTransferMatrix.pow_eq_of_band
#print axioms PeriodicTransferMatrix.powersBounded_iff
#print axioms PeriodicTransferMatrix.band_edge_unbounded
#print axioms PeriodicTransferMatrix.combCell_powersBounded_iff
```

```
'PeriodicTransferMatrix.pow_eq_of_band' depends on axioms: [propext, Classical.choice, Quot.sound]
'PeriodicTransferMatrix.powersBounded_iff' depends on axioms: [propext, Classical.choice, Quot.sound]
'PeriodicTransferMatrix.band_edge_unbounded' depends on axioms: [propext, Classical.choice, Quot.sound]
'PeriodicTransferMatrix.combCell_powersBounded_iff' depends on axioms: [propext, Classical.choice, Quot.sound]
```

## What the theorems say about a chain

The cell is `M : Matrix (Fin 2) (Fin 2) ℝ`, with indices 0 and 1 as above. Real entries correspond to a real potential at a real energy. The hypothesis `hdet : M.det = 1` stands for conservation of the Wronskian of two solutions across the cell. It is assumed for a general `M` and proved for the comb cell and for the free cell at zero energy.

`pow_eq_of_band` is the closed formula. Its hypotheses `htr` and `hs` say that the trace is \(2\cos\theta\) and that \(\sin\theta\neq0\); together they place the cell strictly inside a band. The symbol `•` multiplies a matrix by a number. The expression `(n : ℝ) - 1` is a subtraction of real numbers, so it equals \(-1\) at \(n=0\), where subtraction of natural numbers would give 0 and spoil the formula. `abs_pow_apply_le` is the bound on each entry.

`PowersBounded M` says that one constant \(C\) bounds all four entries for all \(n\). The constant may depend on the cell, and hence on the energy. `powersBounded_iff` states that, when \(|\operatorname{tr}M|\neq2\), this property is equivalent to \(|\operatorname{tr}M|<2\). `band_edge_unbounded` records the zero-energy example, which shows that \(|\operatorname{tr}M|\le2\) would not be enough for boundedness.

`combCell_powersBounded_iff` treats `φ` and `β` as independent real numbers. Inserting \(\varphi=ka\) and \(\beta=g/k\) turns it into a condition on the energy \(k^2>0\).

For a single non-interacting particle in a one-dimensional periodic potential, the criterion tells, at any energy where \(|\operatorname{tr}M|\neq2\), whether every solution stays bounded from cell boundary to cell boundary. The theorems concern matrices: the Schrödinger equation, the construction of \(M\) from a potential, and the spectrum of the Hamiltonian do not occur in them. "Band" is here a name for the condition \(|\operatorname{tr}M|<2\), and "band edge" for \(|\operatorname{tr}M|=2\), which also holds where two bands touch without a gap. Disorder, which would make the cells differ, is excluded because the chain is a power of one matrix.

## How the Lean proofs follow the calculation

`two_cells` checks the two-cell identity entry by entry. `fin_cases` produces the four entries; the off-diagonal ones are pure algebra, closed by `ring1`, and the diagonal ones use the determinant through `linear_combination`.

`sin_smul_pow` is the induction for the undivided formula, which needs no condition on \(\sin\theta\). Inside it, `e1` is the sine recurrence, obtained from `Real.sin_add` and `Real.sin_sub`, and `e2` simplifies the argument of the second sine. The rewriting step multiplies the induction hypothesis by \(M\) and applies `two_cells`; `module` then collects the coefficients of \(M\) and \(I\). `pow_eq_of_band` divides by \(\sin\theta\).

For `abs_pow_apply_le`, the proof reads off one entry of the undivided formula and multiplies the desired inequality by \(|\sin\theta|\). The triangle inequality is `norm_sub_le`, and `Real.abs_sin_le_one` bounds both sines.

In `trace_pow_growth`, `hrec` is the recurrence for the traces and `step` is the pair of inequalities proved together above. The estimate `tri` is the reverse triangle inequality, and `nlinarith` receives the product \((|t|-2)(|t_{n+1}|-2)\ge0\) to finish the step. A second, short induction adds up the increments.

The two directions of `powersBounded_iff` use these two results:

- If the powers are bounded by \(C\) but \(|t|>2\), the proof picks \(n>2C/(|t|-2)\). The growth estimate then contradicts `hsum`, which says \(|t_n|\le2C\).
- If \(|t|<2\), it takes \(\theta=\arccos(t/2)\). Were \(\sin\theta\) zero, \(\cos^2\theta=1\) would force \(t^2=4\). The entrywise bound therefore applies, and `key` replaces each \(|M_{ij}|\) by the sum of all four moduli, which gives a single constant.

`band_edge_unbounded` proves the formula for the powers of the free cell by induction and chooses \(n>C/|a|\), so that the modulus of the entry 01 exceeds the proposed bound \(C\). `combCell_powersBounded_iff` computes the determinant and the trace of the comb cell, then applies the general criterion and divides the inequality by 2.
